# For finitely many nonzero phase shifts, the planar transport integral is $4\pi\sum_m\sin^2(d_m-d_{m+1})$

Weighted with $1-\cos t$, the intensity scattered by a circular impurity in two dimensions, taken as $|\sum_m(e^{2id_m}-1)e^{imt}|^2$ without its wave-number factor, integrates over the angle $t$ to $4\pi\sum_m \sin^2(d_m-d_{m+1})$, where the real number $d_m$ is the phase shift of angular momentum $m$. I can't square this with my picture of scattering channels. Suppose $d_m=\delta$ for $|m|\le M$ and $d_m=0$ otherwise. Only the two edges of the block contribute, so the result is $8\pi\sin^2\delta$ for every $M$. Yet the total scattering grows like $2M+1$. How can I add channels that scatter just as strongly and get no more momentum relaxation?

## Widening a block of equal phase shifts sharpens the forward peak

The formula is right: for real phase shifts, finitely many of them nonzero, the transport integral depends only on the differences between neighbouring channels. The extra channels in your block interfere: they build up a forward peak, where the weight $1-\cos t$ is small, and rearrange the intensity at other angles so that the weighted integral stays the same.

Your example can be summed explicitly. The amplitude, without its wave-number prefactor, is

$$f(t)=\sum_m a_m e^{imt},\qquad a_m=e^{2id_m}-1 .$$

For the block, with $a=e^{2i\delta}-1$ and $t$ not a multiple of $2\pi$, this is $f(t)=a\,\sin((2M+1)t/2)/\sin(t/2)$, a forward peak that sharpens as $M$ grows. Since $1-\cos t=2\sin^2(t/2)$, the weight cancels the denominator:

$$(1-\cos t)|f(t)|^2=2|a|^2\sin^2\frac{(2M+1)t}{2}.$$

Its integral over $[0,2\pi]$ is $2\pi|a|^2=8\pi\sin^2\delta$, whatever $M$ is. At $M=0$ a single channel scatters isotropically, and the transport integral equals the total one, $\int_0^{2\pi}|f|^2\,dt=8\pi\sin^2\delta$.

## The weight turns coefficients into differences

The general case is no harder with the weight $1-\cos jt$ for an integer $j$; transport is $j=1$. First, the weight is a squared modulus:

$$|1-e^{-ijt}|^2=2(1-\cos jt),\qquad (1-\cos jt)|f|^2=\tfrac12\,|(1-e^{-ijt})f|^2 .$$

Next, multiplication by $e^{-ijt}$ relabels the channels:

$$e^{-ijt}f(t)=\sum_m a_m e^{i(m-j)t}=\sum_m a_{m+j}e^{imt},$$

so that

$$(1-e^{-ijt})f(t)=\sum_m (a_m-a_{m+j})e^{imt}.$$

For any finite sum with coefficients $c_m$, expanding the square gives terms $c_m\overline{c_n}\,e^{i(m-n)t}$. Over a full circle these integrate to $2\pi|c_m|^2$ when $m=n$ and to zero otherwise. This is Parseval's identity, $\int_0^{2\pi}|\sum_m c_me^{imt}|^2dt=2\pi\sum_m|c_m|^2$.

In the difference $a_m-a_{m+j}$ the two $-1$ terms cancel, which leaves two phase factors:

$$|a_m-a_{m+j}|^2=|e^{2id_m}-e^{2id_{m+j}}|^2=2\bigl(1-\cos 2(d_m-d_{m+j})\bigr)=4\sin^2(d_m-d_{m+j}).$$

Putting these together,

$$\int_0^{2\pi}(1-\cos jt)|f|^2dt=\tfrac12\cdot2\pi\cdot4\sum_m\sin^2(d_m-d_{m+j})=4\pi\sum_m\sin^2(d_m-d_{m+j}).$$

When does this vanish for $j\ne0$? Every $\sin(d_m-d_{m+j})$ must then be zero. The addition formula gives

$$\sin d_m=\sin(d_m-d_{m+j})\cos d_{m+j}+\cos(d_m-d_{m+j})\sin d_{m+j},$$

so $\sin d_{m+j}=0$ would force $\sin d_m=0$. Read backwards, a nonzero $\sin d_m$ forces nonzero values at $m+j$, $m+2j$ and so on without end, which is impossible with finitely many nonzero shifts. Hence all $\sin d_m$ vanish. Conversely, if they all vanish, so does $\sin(d_m-d_{m+j})$ for every $m$.

## From phase shifts to a mobility

In the usual normalisation for wave number $k$, the differential cross-section is $|f(t)|^2/(2\pi k)$, so the transport cross-section, a length in two dimensions, is

$$\sigma_{\rm tr}=\frac2k\sum_m\sin^2(d_m-d_{m+1}).$$

For an impurity in a two-dimensional electron gas, one integrates the radial equation at the Fermi energy for each $m$ up to a cutoff $M$ and matches to Bessel functions outside the potential. The matching gives $\tan d_m$, hence $d_m$ up to a multiple of $\pi$, which the squared sine ignores. If $d_{-m}=d_m$, the sum is twice the sum over $m\ge0$. With the shifts beyond $M$ set to zero, the last term is $\sin^2 d_M$. For dilute, independent impurities of areal density $n_i$ and electrons of speed $v$, the relaxation rate is $n_i v\,\sigma_{\rm tr}$, and the mobility follows from it. The result thus enters impurity-limited transport for non-interacting electrons that scatter elastically from a circular potential, with finitely many partial waves kept.

## What the Lean theorems say

The phase shifts are `d : ℤ →₀ ℝ`, a real function on the integers with finitely many nonzero values. Real values stand for elastic scattering without absorption, and one shift per $m$ stands for a potential that does not mix angular momenta. Finite support is an idealisation, since a real potential generally leaves small shifts at large $|m|$.

`partialAmp d m` is $a_m$, and `amplitude d t` is $f(t)$, summed over the channels with nonzero shift. `relaxationIntegral d j` is the integral over $[0,2\pi]$ with weight $1-\cos jt$. The symbol `∑ᶠ m : ℤ` denotes a sum over all integers with finitely many nonzero terms.

- `relaxationIntegral_eq` gives the formula for every integer $j$, including zero and negative values.
- `transport_eq` is the case $j=1$, with the integral written out.
- `relaxationIntegral_eq_zero_iff` says that for $j\ne0$ the integral is zero exactly when $\sin d_m=0$ for all $m$, that is, when each shift is a multiple of $\pi$ and $f$ vanishes identically. At $j=0$ the weight itself is zero, so the integral vanishes for any shifts.

The partial-wave form of $f$ is a definition here: no Schrödinger equation is solved, and the factor $1/(2\pi k)$ is left out.

```lean
import Mathlib

open scoped Real ComplexConjugate

namespace PlanarTransport

noncomputable section

/-- The angular harmonic `exp(i m t)` on the circle. -/
def harmonic (m : ℤ) (t : ℝ) : ℂ := Complex.exp (((m * t : ℝ) : ℂ) * Complex.I)

/-- The partial-wave coefficient `exp(2 i d_m) - 1` of the channel `m`. -/
def partialAmp (d : ℤ →₀ ℝ) (m : ℤ) : ℂ :=
  Complex.exp (((2 * d m : ℝ) : ℂ) * Complex.I) - 1

/-- The planar scattering amplitude `f(t) = ∑ (exp(2 i d_m) - 1) exp(i m t)`, for
finitely many nonzero phase shifts. -/
def amplitude (d : ℤ →₀ ℝ) (t : ℝ) : ℂ :=
  ∑ m ∈ d.support, partialAmp d m * harmonic m t

/-- The scattering intensity integrated over all angles with the weight `1 - cos(j t)`. -/
def relaxationIntegral (d : ℤ →₀ ℝ) (j : ℤ) : ℝ :=
  ∫ t in (0 : ℝ)..2 * π, (1 - Real.cos (j * t)) * ‖amplitude d t‖ ^ 2

/-- The channels `m` for which `d_m` or `d_(m+j)` is nonzero. -/
def window (d : ℤ →₀ ℝ) (j : ℤ) : Finset ℤ :=
  d.support ∪ d.support.image (fun m => m - j)

/-- A harmonic times the conjugate of another is the harmonic of the difference. -/
theorem harmonic_mul_conj (m n : ℤ) (t : ℝ) :
    harmonic m t * conj (harmonic n t) = harmonic (m - n) t := by
  unfold harmonic
  rw [← Complex.exp_conj, ← Complex.exp_add]
  congr 1
  simp only [map_mul, Complex.conj_ofReal, Complex.conj_I]
  push_cast
  ring

/-- Over a full circle a harmonic integrates to `2π` if it is constant and to zero otherwise. -/
theorem integral_harmonic (k : ℤ) :
    ∫ t in (0 : ℝ)..2 * π, harmonic k t = if k = 0 then ((2 * π : ℝ) : ℂ) else 0 := by
  split_ifs with h
  · simp [harmonic, h]
  · have hc : (k : ℂ) * Complex.I ≠ 0 :=
      mul_ne_zero (Int.cast_ne_zero.mpr h) Complex.I_ne_zero
    have hf : ∀ t : ℝ, harmonic k t = Complex.exp ((k : ℂ) * Complex.I * t) := by
      intro t
      unfold harmonic
      congr 1
      push_cast
      ring
    have hp : Complex.exp ((k : ℂ) * Complex.I * ((2 * π : ℝ) : ℂ)) = 1 := by
      rw [Complex.exp_eq_one_iff]
      exact ⟨k, by push_cast; ring⟩
    simp_rw [hf]
    rw [integral_exp_mul_complex hc, hp]
    simp

/-- Parseval's identity for a finite sum of angular harmonics. -/
theorem parseval (S : Finset ℤ) (c : ℤ → ℂ) :
    ∫ t in (0 : ℝ)..2 * π, ‖∑ m ∈ S, c m * harmonic m t‖ ^ 2
      = 2 * π * ∑ m ∈ S, ‖c m‖ ^ 2 := by
  -- expand the intensity into interference terms
  have key : ∀ t : ℝ, ((‖∑ m ∈ S, c m * harmonic m t‖ ^ 2 : ℝ) : ℂ)
      = ∑ m ∈ S, ∑ n ∈ S, c m * conj (c n) * harmonic (m - n) t := by
    intro t
    rw [Complex.sq_norm, ← Complex.mul_conj, map_sum, Finset.sum_mul_sum]
    refine Finset.sum_congr rfl fun m _ => Finset.sum_congr rfl fun n _ => ?_
    rw [map_mul, ← harmonic_mul_conj]
    ring
  apply Complex.ofReal_injective
  rw [← intervalIntegral.integral_ofReal]
  simp_rw [key]
  rw [intervalIntegral.integral_finsetSum]
  swap
  · intro m _
    exact Continuous.intervalIntegrable (by unfold harmonic; fun_prop) _ _
  rw [Complex.ofReal_mul, Complex.ofReal_sum, Finset.mul_sum]
  refine Finset.sum_congr rfl fun m hm => ?_
  rw [intervalIntegral.integral_finsetSum]
  swap
  · intro n _
    exact Continuous.intervalIntegrable (by unfold harmonic; fun_prop) _ _
  -- only the diagonal term survives the angular integration
  rw [Finset.sum_eq_single m]
  · rw [intervalIntegral.integral_const_mul, sub_self, integral_harmonic, if_pos rfl,
      Complex.sq_norm, ← Complex.mul_conj]
    ring
  · intro n _ hn
    rw [intervalIntegral.integral_const_mul, integral_harmonic,
      if_neg (sub_ne_zero.mpr hn.symm), mul_zero]
  · exact fun h => absurd hm h

/-- The squared distance of two phase factors is `2 (1 - cos(x - y))`. -/
theorem norm_sq_phase_sub (x y : ℝ) :
    ‖Complex.exp ((x : ℂ) * Complex.I) - Complex.exp ((y : ℂ) * Complex.I)‖ ^ 2
      = 2 * (1 - Real.cos (x - y)) := by
  rw [Complex.sq_norm, Complex.normSq_apply, Complex.sub_re, Complex.sub_im]
  simp only [Complex.exp_ofReal_mul_I_re, Complex.exp_ofReal_mul_I_im]
  rw [Real.cos_sub]
  linear_combination Real.sin_sq_add_cos_sq x + Real.sin_sq_add_cos_sq y

/-- The difference of two partial-wave coefficients has squared modulus `4 sin²(d_m - d_n)`. -/
theorem norm_sq_partialAmp_sub (d : ℤ →₀ ℝ) (m n : ℤ) :
    ‖partialAmp d m - partialAmp d n‖ ^ 2 = 4 * Real.sin (d m - d n) ^ 2 := by
  unfold partialAmp
  rw [sub_sub_sub_cancel_right, norm_sq_phase_sub, ← mul_sub, Real.cos_two_mul]
  linear_combination (-4) * Real.sin_sq_add_cos_sq (d m - d n)

/-- The terms `sin²(d_m - d_(m+j))` vanish outside a finite window of channels. -/
theorem support_subset_window (d : ℤ →₀ ℝ) (j : ℤ) :
    Function.support (fun m => Real.sin (d m - d (m + j)) ^ 2) ⊆ (window d j : Set ℤ) := by
  intro m hm
  by_contra hw
  have h1 : d m = 0 := by
    by_contra h
    exact hw (Finset.mem_coe.mpr (Finset.mem_union_left _ (Finsupp.mem_support_iff.mpr h)))
  have h2 : d (m + j) = 0 := by
    by_contra h
    exact hw (Finset.mem_coe.mpr (Finset.mem_union_right _ (Finset.mem_image.mpr
      ⟨m + j, Finsupp.mem_support_iff.mpr h, add_sub_cancel_right m j⟩)))
  exact hm (by simp [h1, h2])

/-- Multiplying the amplitude by `1 - exp(-i j t)` replaces each partial-wave coefficient by
its difference from the one `j` channels further on. -/
theorem amplitude_sub_shift (d : ℤ →₀ ℝ) (j : ℤ) (t : ℝ) :
    amplitude d t - conj (harmonic j t) * amplitude d t
      = ∑ m ∈ window d j, (partialAmp d m - partialAmp d (m + j)) * harmonic m t := by
  have hz : ∀ m, d m = 0 → partialAmp d m = 0 := fun m h => by simp [partialAmp, h]
  have h1 : amplitude d t = ∑ m ∈ window d j, partialAmp d m * harmonic m t :=
    Finset.sum_subset Finset.subset_union_left fun m _ hm => by
      rw [hz m (Finsupp.notMem_support_iff.mp hm), zero_mul]
  have h2 : ∑ m ∈ d.support.image (fun m => m - j), partialAmp d (m + j) * harmonic m t
      = ∑ m ∈ window d j, partialAmp d (m + j) * harmonic m t :=
    Finset.sum_subset Finset.subset_union_right fun m _ hm => by
      have h0 : d (m + j) = 0 := by
        by_contra h
        exact hm (Finset.mem_image.mpr
          ⟨m + j, Finsupp.mem_support_iff.mpr h, add_sub_cancel_right m j⟩)
      rw [hz _ h0, zero_mul]
  -- relabel the channels of the shifted amplitude
  have h3 : conj (harmonic j t) * amplitude d t
      = ∑ m ∈ window d j, partialAmp d (m + j) * harmonic m t := by
    rw [← h2, Finset.sum_image (by intro a _ b _ h; simpa using h), amplitude,
      Finset.mul_sum]
    refine Finset.sum_congr rfl fun m _ => ?_
    rw [sub_add_cancel, ← harmonic_mul_conj]
    ring
  rw [h3, h1, ← Finset.sum_sub_distrib]
  exact Finset.sum_congr rfl fun m _ => by ring

/-- For finitely many nonzero phase shifts, the intensity weighted with `1 - cos(j t)`
integrates to `4π ∑ sin²(d_m - d_(m+j))`, the sum running over all integers `m`. -/
theorem relaxationIntegral_eq (d : ℤ →₀ ℝ) (j : ℤ) :
    relaxationIntegral d j = 4 * π * ∑ᶠ m : ℤ, Real.sin (d m - d (m + j)) ^ 2 := by
  -- the angular weight is itself a squared modulus
  have hpt : ∀ t : ℝ, (1 - Real.cos (j * t)) * ‖amplitude d t‖ ^ 2 = 1 / 2 *
      ‖∑ m ∈ window d j, (partialAmp d m - partialAmp d (m + j)) * harmonic m t‖ ^ 2 := by
    intro t
    have e : 1 - conj (harmonic j t) = conj (Complex.exp (((0 : ℝ) : ℂ) * Complex.I)
        - Complex.exp (((j * t : ℝ) : ℂ) * Complex.I)) := by
      rw [harmonic, map_sub, Complex.ofReal_zero, zero_mul, Complex.exp_zero, map_one]
    have hn : ‖1 - conj (harmonic j t)‖ ^ 2 = 2 * (1 - Real.cos (j * t)) := by
      rw [e, RCLike.norm_conj, norm_sq_phase_sub, zero_sub, Real.cos_neg]
    rw [← amplitude_sub_shift, ← one_sub_mul, norm_mul, mul_pow, hn]
    ring
  unfold relaxationIntegral
  simp_rw [hpt]
  rw [intervalIntegral.integral_const_mul,
    parseval (window d j) (fun m => partialAmp d m - partialAmp d (m + j)),
    finsum_eq_sum_of_support_subset _ (support_subset_window d j)]
  simp_rw [norm_sq_partialAmp_sub]
  rw [← Finset.mul_sum]
  ring

/-- The planar transport cross-section integral, with weight `1 - cos t`, is
`4π ∑ sin²(d_m - d_(m+1))` for finitely many nonzero phase shifts. -/
theorem transport_eq (d : ℤ →₀ ℝ) :
    ∫ t in (0 : ℝ)..2 * π, (1 - Real.cos t) * ‖amplitude d t‖ ^ 2
      = 4 * π * ∑ᶠ m : ℤ, Real.sin (d m - d (m + 1)) ^ 2 := by
  have h := relaxationIntegral_eq d 1
  simp only [relaxationIntegral, Int.cast_one, one_mul] at h
  exact h

/-- For `j ≠ 0` and finitely many nonzero phase shifts, the integral with weight
`1 - cos(j t)` vanishes exactly when `sin d_m = 0` in every channel. -/
theorem relaxationIntegral_eq_zero_iff (d : ℤ →₀ ℝ) {j : ℤ} (hj : j ≠ 0) :
    relaxationIntegral d j = 0 ↔ ∀ m, Real.sin (d m) = 0 := by
  rw [relaxationIntegral_eq]
  constructor
  · intro h
    rw [finsum_eq_sum_of_support_subset _ (support_subset_window d j)] at h
    have h0 := (mul_eq_zero.mp h).resolve_left (by positivity)
    have hs : ∀ m, Real.sin (d m - d (m + j)) = 0 := by
      intro m
      by_contra hne
      have hm : m ∈ window d j := Finset.mem_coe.mp
        (support_subset_window d j (Function.mem_support.mpr (pow_ne_zero 2 hne)))
      exact pow_ne_zero 2 hne
        ((Finset.sum_eq_zero_iff_of_nonneg (fun i _ => sq_nonneg _)).mp h0 m hm)
    intro m
    by_contra hm
    -- a scattering channel would force infinitely many others to scatter
    have hall : ∀ n : ℕ, Real.sin (d (m + n * j)) ≠ 0 := by
      intro n
      induction n with
      | zero => simpa using hm
      | succ n ih =>
        intro hz
        apply ih
        have e : m + ((n + 1 : ℕ) : ℤ) * j = m + n * j + j := by push_cast; ring
        rw [e] at hz
        have hadd := Real.sin_add (d (m + n * j) - d (m + n * j + j)) (d (m + n * j + j))
        rw [sub_add_cancel, hs, hz, zero_mul, mul_zero, add_zero] at hadd
        exact hadd
    have hmem : ∀ n : ℕ, m + n * j ∈ (d.support : Set ℤ) := fun n =>
      Finset.mem_coe.mpr (Finsupp.mem_support_iff.mpr fun h =>
        hall n (by rw [h, Real.sin_zero]))
    have hinj : Function.Injective (fun n : ℕ => m + (n : ℤ) * j) := by
      intro a b hab
      have h1 : (a : ℤ) * j = b * j := add_left_cancel hab
      exact_mod_cast mul_right_cancel₀ hj h1
    exact Set.infinite_of_injective_forall_mem hinj hmem d.support.finite_toSet
  · intro h
    simp [Real.sin_sub, h]

end

end PlanarTransport
```

```lean
#print axioms PlanarTransport.transport_eq
#print axioms PlanarTransport.relaxationIntegral_eq_zero_iff
```

```
'PlanarTransport.transport_eq' depends on axioms: [propext, Classical.choice, Quot.sound]
'PlanarTransport.relaxationIntegral_eq_zero_iff' depends on axioms: [propext, Classical.choice, Quot.sound]
```

## From Parseval's identity to the zero criterion

`harmonic_mul_conj` and `integral_harmonic` supply the orthogonality of the angular harmonics. The second treats $k=0$ separately and otherwise integrates the exponential, whose values at the two ends agree. In `parseval`, the step `key` expands the intensity into a double sum, the integral is moved inside both sums, and `Finset.sum_eq_single m` keeps the diagonal term.

`norm_sq_phase_sub` is the identity $|e^{ix}-e^{iy}|^2=2(1-\cos(x-y))$, obtained from real and imaginary parts with $\sin^2+\cos^2=1$. It serves twice: in `norm_sq_partialAmp_sub` it yields $4\sin^2(d_m-d_n)$, and in the main theorem, with $x=0$ and $y=jt$, it rewrites the weight.

The relabelling of channels needs some care with finite sums, because $f$ and its shifted copy can occupy different sets of channels. `window d j` is the union of the two sets. `support_subset_window` shows that $\sin^2(d_m-d_{m+j})$ vanishes outside it. `amplitude_sub_shift` extends both sums to the window by adding zero terms, relabels the shifted one through `Finset.sum_image`, and subtracts.

`relaxationIntegral_eq` then follows the derivation above: `hpt` turns the integrand into half a squared modulus, `parseval` integrates it, and the sum over the window is identified with the sum over all integers. `transport_eq` sets $j=1$ and simplifies.

In the zero criterion, a vanishing sum of squares gives `hs`, that every $\sin(d_m-d_{m+j})$ is zero. The induction `hall` carries a nonzero sine along $m+nj$ for all natural $n$, using the addition formula. These channels are distinct because $j\ne0$ (`hinj`), so they would form an infinite subset of the finite support. The reverse direction expands the sine of the difference.
